# Nonzero solutions of $Bf''+Af'+Mf=0$ that vanish at a surface: for $A,B,M>0$ they decay, and they oscillate exactly when $A^2<4BM$

## A half-line with its surface included

The material fills $z>0$ and the surface is at $z=0$. The differential equation is imposed only inside the material, while the profile $f$ and its slope $g=f'$ are required to be continuous up to the surface. The number $g(0)$ is then the one-sided slope there, and nothing is assumed about $f$ in the vacuum.

The equation comes from a non-interacting two-band model at zero in-plane momentum,

$$H=(M+B\partial_z^2)\sigma_z-iA\,\partial_z\sigma_x ,$$

where $\sigma_x,\sigma_z$ are Pauli matrices, $A$ couples the bands linearly in momentum, and $M,B>0$ describe inverted bands. Acting on a fixed spinor,

$$H\,f\begin{pmatrix}1\\ i\end{pmatrix}=(Bf''+Af'+Mf)\begin{pmatrix}1\\ -i\end{pmatrix},$$

so zero energy means $Bf''+Af'+Mf=0$. The Lean file starts from this scalar equation.

## One formula for three regimes

Put $a=A/(2B)$ and let $\sigma$, without an index, be the number $a^2-M/B$. The equation becomes $f''+2af'+(a^2-\sigma)f=0$, so $u=e^{az}f$ obeys $u''=\sigma u$. Let $s''=\sigma s$ with $s(0)=0$, $s'(0)=1$. For fixed $L>0$ define

$$\Phi(y)=u(y)\,s'(L-y)+u'(y)\,s(L-y).$$

The terms with $u's'$ cancel in the derivative, leaving $\Phi'=(u''-\sigma u)\,s(L-y)=0$. If $f(0)=0$, then $\Phi(0)=g(0)s(L)$ and $\Phi(L)=e^{aL}f(L)$, hence

$$f(L)=g(0)\,e^{-aL}s(L).$$

Now let $g(0)>0$.

- If $A^2<4BM$, then $s=\sin(qz)/q$ with $q=\sqrt{4BM-A^2}/(2B)$, and $|f|\le (g(0)/q)\,e^{-az}$.
- If $A^2=4BM$, then $s=z$, so $f>0$ for $z>0$. With $t=a/2$, the bound $tz\le e^{tz}$ gives $f\le (g(0)/t)\,e^{-tz}$.
- If $A^2>4BM$, then $s=\sinh(\kappa z)/\kappa$ with $\kappa=\sqrt\sigma$, so again $f>0$. Since $\kappa^2=a^2-M/B<a^2$ and $\sinh x\le e^x$, we get $f\le (g(0)/\kappa)\,e^{-(a-\kappa)z}$.

A second zero at $L>0$ therefore requires $A^2<4BM$ and $\sin(qL)=0$.

## What the theorems say

`IsSurfaceProfile A B M f g` holds the half-line problem; in its field `eqn`, the number `c` is $f''(z)$, whereas in `profile_eq` the function `c` is $s'$. The hypothesis `f0` is the hard wall, an idealised surface that the wave function cannot penetrate. The hypothesis `g0` excludes the zero solution and fixes the overall sign.

`surface_profile` gives constants $C$ and $k>0$ with $|f(z)|\le Ce^{-kz}$ for all $z\ge0$, positivity for $A^2\ge4BM$, and the damped sine otherwise. Decay is a conclusion, not a boundary condition. `vanishes_at_iff` characterises the later zeros. No topological invariant is computed.

## Film thicknesses that keep the zero mode

In a film calculation with this model, $A$, $B$ and $M$ can be fitted to bulk bands. Take $A=2$, $B=1$, $M=2$ in suitable units: then $4BM-A^2=4$, $q=1$ and $f=g(0)e^{-z}\sin z$. A second hard wall at $L=n\pi$, $n\ge1$, leaves this zero mode intact, so the film's gap at zero in-plane momentum closes at those thicknesses.

## The Lean file

```lean
import Mathlib

open Real Set

namespace TopologicalSurfaceProfile

noncomputable section

/-- A real profile `f` with slope `g`, continuous up to the surface `z = 0`, that obeys the
zero-mode equation `B f'' + A f' + M f = 0` in the material `z > 0`. -/
structure IsSurfaceProfile (A B M : ℝ) (f g : ℝ → ℝ) : Prop where
  cont_f : ContinuousOn f (Ici 0)
  cont_g : ContinuousOn g (Ici 0)
  slope : ∀ z, 0 < z → HasDerivAt f (g z) z
  eqn : ∀ z, 0 < z → ∃ c, HasDerivAt g c z ∧ B * c + A * g z + M * f z = 0

/-- The wave number `q = √(4BM - A²) / (2B)`, meant for `B > 0` and `A² < 4BM`. -/
def waveNumber (A B M : ℝ) : ℝ := √(4 * B * M - A ^ 2) / (2 * B)

/-- For `B ≠ 0`, a profile that vanishes at the surface is its surface slope times
`exp(-Az/(2B)) s(z)`, where `s'' = σ s`, `s(0) = 0`, `s'(0) = 1` and `4B²σ = A² - 4BM`. -/
theorem profile_eq {A B M σ : ℝ} {s c f g : ℝ → ℝ} (hB : B ≠ 0)
    (hσ : 4 * B ^ 2 * σ = A ^ 2 - 4 * B * M) (hs : ∀ z, HasDerivAt s (c z) z)
    (hc : ∀ z, HasDerivAt c (σ * s z) z) (s0 : s 0 = 0) (c0 : c 0 = 1)
    (h : IsSurfaceProfile A B M f g) (f0 : f 0 = 0) {L : ℝ} (hL : 0 ≤ L) :
    f L = g 0 * (exp (-(A / (2 * B)) * L) * s L) := by
  rcases hL.eq_or_lt with rfl | hL
  · simp [f0, s0]
  obtain ⟨a, ha⟩ : ∃ a, a = A / (2 * B) := ⟨_, rfl⟩
  rw [← ha]
  have hA : A = 2 * B * a := by rw [ha]; field_simp
  have hM : M = B * a ^ 2 - B * σ := by
    refine mul_left_cancel₀ (mul_ne_zero four_ne_zero hB) ?_
    linear_combination hσ + (A + 2 * B * a) * hA
  have hE : ∀ z, HasDerivAt (fun y => exp (a * y)) (a * exp (a * z)) z := fun z =>
    (((hasDerivAt_id' z).const_mul a).exp).congr_deriv (by ring)
  have hr : ∀ z, HasDerivAt (fun y => L - y) (-1) z := fun z => (hasDerivAt_id' z).const_sub L
  have hS : ∀ z, HasDerivAt (fun y => s (L - y)) (-c (L - z)) z := fun z =>
    ((hs (L - z)).comp z (hr z)).congr_deriv (by ring)
  have hC : ∀ z, HasDerivAt (fun y => c (L - y)) (-(σ * s (L - z))) z := fun z =>
    ((hc (L - z)).comp z (hr z)).congr_deriv (by ring)
  have hI : Icc 0 L ⊆ Ici 0 := fun z hz => hz.1
  have cf := h.cont_f.mono hI
  have cg := h.cont_g.mono hI
  -- propagating the data at depth `y` on to depth `L` gives a constant of motion
  have cΦ : ContinuousOn (fun y => exp (a * y) *
      (f y * c (L - y) + (g y + a * f y) * s (L - y))) (Icc 0 L) :=
    ContinuousOn.mul (fun z _ => (hE z).continuousAt.continuousWithinAt)
      ((cf.mul fun z _ => (hC z).continuousAt.continuousWithinAt).add
        ((cg.add (continuousOn_const.mul cf)).mul
          fun z _ => (hS z).continuousAt.continuousWithinAt))
  have dΦ : ∀ z ∈ Ioo 0 L, HasDerivAt (fun y => exp (a * y) *
      (f y * c (L - y) + (g y + a * f y) * s (L - y))) 0 z := by
    intro z hz
    obtain ⟨p, hp, e⟩ := h.eqn z hz.1
    have hf := h.slope z hz.1
    have e' : p + 2 * a * g z + (a ^ 2 - σ) * f z = 0 :=
      mul_left_cancel₀ hB (by linear_combination e - g z * hA - f z * hM)
    refine ((hE z).fun_mul ((hf.fun_mul (hC z)).fun_add
      ((hp.fun_add (hf.const_mul a)).fun_mul (hS z)))).congr_deriv ?_
    linear_combination exp (a * z) * s (L - z) * e'
  obtain ⟨z, _, e⟩ := exists_hasDerivAt_eq_slope _ (fun _ => 0) hL cΦ dΦ
  rw [eq_div_iff (sub_pos.2 hL).ne'] at e
  simp only [zero_mul, sub_self, sub_zero, f0, s0, c0, mul_zero, Real.exp_zero, mul_one,
    one_mul, zero_add, add_zero] at e
  have hx : exp (-a * L) * exp (a * L) = 1 := by rw [← Real.exp_add]; simp
  linear_combination -f L * hx - exp (-a * L) * e

/-- For `B, D > 0` the number `√D / (2B)` is positive and solves `4B²x² = D`. -/
theorem rate_sq {B D : ℝ} (hB : 0 < B) (hD : 0 < D) :
    0 < √D / (2 * B) ∧ 4 * B ^ 2 * (√D / (2 * B)) ^ 2 = D := by
  refine ⟨by positivity, ?_⟩
  have e := div_mul_cancel₀ (√D) (show 2 * B ≠ 0 by positivity)
  generalize √D / (2 * B) = x at e ⊢
  linear_combination (x * (2 * B) + √D) * e + Real.sq_sqrt hD.le

/-- For `B > 0` and `A² < 4BM`, a profile that vanishes at the surface is a sine of wave number
`q` times `exp(-Az/(2B))`. -/
theorem oscillating_profile {A B M : ℝ} {f g : ℝ → ℝ} (hB : 0 < B) (hD : A ^ 2 < 4 * B * M)
    (h : IsSurfaceProfile A B M f g) (f0 : f 0 = 0) {z : ℝ} (hz : 0 ≤ z) :
    f z = g 0 / waveNumber A B M * exp (-(A / (2 * B)) * z) * sin (waveNumber A B M * z) := by
  obtain ⟨hq, hq2⟩ : 0 < waveNumber A B M ∧
      4 * B ^ 2 * waveNumber A B M ^ 2 = 4 * B * M - A ^ 2 := rate_sq hB (by linarith)
  generalize waveNumber A B M = q at hq hq2 ⊢
  have e : f z = g 0 * (exp (-(A / (2 * B)) * z) * (sin (q * z) / q)) :=
    profile_eq (σ := -q ^ 2) (s := fun z => sin (q * z) / q) (c := fun z => cos (q * z))
      hB.ne' (by linarith)
      (fun z => ((((hasDerivAt_id' z).const_mul q).sin).div_const q).congr_deriv
        (by field_simp))
      (fun z => (((hasDerivAt_id' z).const_mul q).cos).congr_deriv (by field_simp))
      (by simp) (by simp) h f0 hz
  rw [e]
  ring

/-- For `A, B, M > 0` and `A² ≥ 4BM`, a profile with `f(0) = 0` and `f'(0) > 0` is positive at
every depth `z > 0` and decays exponentially. -/
theorem overdamped_profile {A B M : ℝ} {f g : ℝ → ℝ} (hA : 0 < A) (hB : 0 < B) (hM : 0 < M)
    (hD : 4 * B * M ≤ A ^ 2) (h : IsSurfaceProfile A B M f g) (f0 : f 0 = 0) (g0 : 0 < g 0) :
    (∀ z, 0 < z → 0 < f z) ∧
      ∃ C k : ℝ, 0 < k ∧ ∀ z, 0 ≤ z → |f z| ≤ C * exp (-k * z) := by
  rcases hD.eq_or_lt with hD | hD
  · -- critical damping: `f` is proportional to `z exp(-Az/(2B))`
    have e : ∀ z, 0 ≤ z → f z = g 0 * (exp (-(A / (2 * B)) * z) * z) := fun z hz =>
      profile_eq (σ := 0) (s := fun z => z) (c := fun _ => 1) hB.ne' (by linarith)
        (fun z => hasDerivAt_id' z)
        (fun z => (hasDerivAt_const z (1 : ℝ)).congr_deriv (by simp)) rfl rfl h f0 hz
    refine ⟨fun z hz => by rw [e z hz.le]; positivity,
      g 0 / (A / (4 * B)), A / (4 * B), by positivity, fun z hz => ?_⟩
    have hx : exp (-(A / (2 * B)) * z)
        = exp (-(A / (4 * B)) * z) * exp (-(A / (4 * B)) * z) := by
      rw [← Real.exp_add]; congr 1; ring
    rw [e z hz, abs_of_nonneg (by positivity), hx]
    have ht : 0 < A / (4 * B) := by positivity
    generalize A / (4 * B) = t at ht ⊢
    have h1 : exp (-t * z) * exp (t * z) = 1 := by rw [← Real.exp_add]; simp
    have h2 : t * z ≤ exp (t * z) := by linarith [Real.add_one_le_exp (t * z)]
    have b := (mul_le_mul_of_nonneg_left h2 (Real.exp_pos (-t * z)).le).trans_eq h1
    have hd : g 0 / t * t = g 0 := div_mul_cancel₀ _ ht.ne'
    calc g 0 * (exp (-t * z) * exp (-t * z) * z)
        = g 0 / t * exp (-t * z) * (exp (-t * z) * (t * z)) := by
          linear_combination -(exp (-t * z) * exp (-t * z) * z) * hd
      _ ≤ g 0 / t * exp (-t * z) := mul_le_of_le_one_right (by positivity) b
  · -- two real decay rates `A/(2B) ± κ`
    obtain ⟨κ, hκ, hk⟩ : ∃ κ, 0 < κ ∧ 4 * B ^ 2 * κ ^ 2 = A ^ 2 - 4 * B * M :=
      ⟨_, rate_sq hB (by linarith)⟩
    have e : ∀ z, 0 ≤ z → f z = g 0 * (exp (-(A / (2 * B)) * z) * (sinh (κ * z) / κ)) :=
      fun z hz => profile_eq (σ := κ ^ 2) (s := fun z => sinh (κ * z) / κ)
        (c := fun z => cosh (κ * z)) hB.ne' hk
        (fun z => ((((hasDerivAt_id' z).const_mul κ).sinh).div_const κ).congr_deriv
          (by field_simp))
        (fun z => (((hasDerivAt_id' z).const_mul κ).cosh).congr_deriv (by field_simp))
        (by simp) (by simp) h f0 hz
    have hlt : κ < A / (2 * B) := by
      rw [lt_div_iff₀ (by positivity)]
      apply lt_of_pow_lt_pow_left₀ 2 hA.le
      nlinarith [mul_pos hB hM]
    refine ⟨fun z hz => ?_, g 0 / κ, A / (2 * B) - κ, sub_pos.2 hlt, fun z hz => ?_⟩
    · have := Real.sinh_pos_iff.2 (mul_pos hκ hz)
      rw [e z hz.le]
      positivity
    have h0 : 0 ≤ sinh (κ * z) := Real.sinh_nonneg_iff.2 (by positivity)
    have h1 : sinh (κ * z) ≤ exp (κ * z) := by
      rw [Real.sinh_eq]
      linarith [Real.exp_pos (κ * z), Real.exp_pos (-(κ * z))]
    have hx : exp (-(A / (2 * B) - κ) * z) = exp (-(A / (2 * B)) * z) * exp (κ * z) := by
      rw [← Real.exp_add]; congr 1; ring
    rw [e z hz, abs_of_nonneg (by positivity), hx]
    calc g 0 * (exp (-(A / (2 * B)) * z) * (sinh (κ * z) / κ))
        = g 0 / κ * exp (-(A / (2 * B)) * z) * sinh (κ * z) := by ring
      _ ≤ g 0 / κ * exp (-(A / (2 * B)) * z) * exp (κ * z) := by gcongr
      _ = g 0 / κ * (exp (-(A / (2 * B)) * z) * exp (κ * z)) := by ring

/-- For `A, B, M > 0`, a profile with `f(0) = 0` and `f'(0) > 0` decays exponentially; it is
positive at every depth `z > 0` if `A² ≥ 4BM`, and is a damped sine if `A² < 4BM`. -/
theorem surface_profile {A B M : ℝ} {f g : ℝ → ℝ} (hA : 0 < A) (hB : 0 < B) (hM : 0 < M)
    (h : IsSurfaceProfile A B M f g) (f0 : f 0 = 0) (g0 : 0 < g 0) :
    (∃ C k : ℝ, 0 < k ∧ ∀ z, 0 ≤ z → |f z| ≤ C * exp (-k * z)) ∧
    (4 * B * M ≤ A ^ 2 → ∀ z, 0 < z → 0 < f z) ∧
    (A ^ 2 < 4 * B * M → ∀ z, 0 ≤ z → f z =
      g 0 / waveNumber A B M * exp (-(A / (2 * B)) * z) * sin (waveNumber A B M * z)) := by
  refine ⟨?_, fun hD => (overdamped_profile hA hB hM hD h f0 g0).1,
    fun hD z hz => oscillating_profile hB hD h f0 hz⟩
  rcases le_or_gt (4 * B * M) (A ^ 2) with hD | hD
  · exact (overdamped_profile hA hB hM hD h f0 g0).2
  have hq : 0 < waveNumber A B M := (rate_sq hB (by linarith)).1
  refine ⟨g 0 / waveNumber A B M, A / (2 * B), by positivity, fun z hz => ?_⟩
  have hp : 0 < g 0 / waveNumber A B M * exp (-(A / (2 * B)) * z) := by positivity
  rw [oscillating_profile hB hD h f0 hz, abs_mul, abs_of_pos hp]
  exact mul_le_of_le_one_right hp.le (Real.abs_sin_le_one _)

/-- For `A, B, M > 0`, a profile with `f(0) = 0` and `f'(0) > 0` vanishes again at depth `L > 0`
exactly when `A² < 4BM` and `qL` is an integer multiple of `π`. -/
theorem vanishes_at_iff {A B M L : ℝ} {f g : ℝ → ℝ} (hA : 0 < A) (hB : 0 < B) (hM : 0 < M)
    (h : IsSurfaceProfile A B M f g) (f0 : f 0 = 0) (g0 : 0 < g 0) (hL : 0 < L) :
    f L = 0 ↔ A ^ 2 < 4 * B * M ∧ ∃ n : ℤ, (n : ℝ) * π = waveNumber A B M * L := by
  obtain ⟨-, hp, ho⟩ := surface_profile hA hB hM h f0 g0
  constructor
  · intro h0
    have hD : A ^ 2 < 4 * B * M := lt_of_not_ge fun hn => (hp hn L hL).ne' h0
    have hq : 0 < waveNumber A B M := (rate_sq hB (by linarith)).1
    rw [ho hD L hL.le] at h0
    exact ⟨hD, Real.sin_eq_zero_iff.1
      ((mul_eq_zero.1 h0).resolve_left (ne_of_gt (by positivity)))⟩
  · rintro ⟨hD, hn⟩
    rw [ho hD L hL.le, Real.sin_eq_zero_iff.2 hn, mul_zero]

end

end TopologicalSurfaceProfile
```

```lean
#print axioms TopologicalSurfaceProfile.vanishes_at_iff
```

```
'TopologicalSurfaceProfile.vanishes_at_iff' depends on axioms: [propext, Classical.choice, Quot.sound]
```

## A constant of motion and the mean value theorem

`profile_eq` carries the derivation of the common formula. Its `hE`, `hS` and `hC` differentiate the factors of $\Phi$, `cΦ` gives continuity on $[0,L]$, and `dΦ` gives zero derivative on $(0,L)$; there `linear_combination` inserts the differential equation.

The decisive device is `exists_hasDerivAt_eq_slope`, Mathlib's mean value theorem. It asks for continuity on the closed interval but differentiability only on the open one, which is what the structure supplies. With derivative zero it yields $\Phi(L)=\Phi(0)$, so no general uniqueness theorem for differential equations is needed.

`rate_sq` supplies the positive square roots $q$ and $\kappa$. `oscillating_profile` inserts the sine, and `overdamped_profile` treats the critical and hyperbolic cases, with the estimates above in its `calc` blocks. `surface_profile` joins the regimes and bounds the sine by one. In `vanishes_at_iff`, positivity rules out $A^2\ge4BM$, and `Real.sin_eq_zero_iff` turns the remaining condition into $n\pi=qL$.
